# Bisecting orthonormal orbitals between two grid regions, and the projector error of truncating one

An exact-exchange calculation can save work by setting an orbital to zero in a region where little of its norm lies, because two orbitals with no common grid points have no pair density. For orthonormal orbitals on a finite grid cut into two regions A and B, a unitary rotation makes the orbitals mutually orthogonal inside each region. If they are equally occupied orbitals of one spin, the rotation itself leaves the exchange energy unchanged. If a rotated orbital has norm $s_i$ in B, zeroing it there changes its projector by squared Frobenius norm $s_i^2(2-s_i^2)$. This measures the error in one orbital's projector, not in the exchange energy, and nothing ensures that $s_i$ is small.

## Every grid point lies in A or in B

Let $\Psi$ be the complex matrix whose columns are the orbitals and whose rows are the grid points. In Lean its rows are indexed by `m ⊕ n`: the points of A are `m`, those of B are `n`, and the orbitals are `k`. All three are finite, and the square root of any quadrature weight is taken to be absorbed into $\Psi$.

```lean
import Mathlib

open Matrix

namespace SubspaceBisection

noncomputable section

variable {m n k p : Type*} [Fintype m] [Fintype n] [Fintype k] [Fintype p] [DecidableEq k]
```

The two regional parts, $A$ and $B$ as matrices, are the corresponding rows of $\Psi$.

```lean
/-- The part of the orbitals on the grid points of region A. -/
def inA (Φ : Matrix (m ⊕ n) k ℂ) : Matrix m k ℂ := Φ.submatrix Sum.inl id

/-- The part of the orbitals on the grid points of region B. -/
def inB (Φ : Matrix (m ⊕ n) k ℂ) : Matrix n k ℂ := Φ.submatrix Sum.inr id
```

Norms are Euclidean, and the squared Frobenius norm is the sum of squared moduli of all entries.

```lean
/-- The Euclidean norm of column `i`. -/
def colNorm (X : Matrix p k ℂ) (i : k) : ℝ := √(∑ x, ‖X x i‖ ^ 2)

/-- The squared Frobenius norm of a matrix. -/
def frobSq (M : Matrix p p ℂ) : ℝ := ∑ x, ∑ y, ‖M x y‖ ^ 2
```

An orbital set is bisected when both regional overlap matrices are diagonal.

```lean
/-- The orbitals are mutually orthogonal within region A and also within region B. -/
def IsBisected (Φ : Matrix (m ⊕ n) k ℂ) : Prop :=
  ((inA Φ)ᴴ * inA Φ).IsDiag ∧ ((inB Φ)ᴴ * inB Φ).IsDiag
```

Truncation acts on a chosen set `S` of orbitals and always removes the B part. Removing the A part instead is the same problem with the two regions exchanged, and an orbital cut to A has no grid points in common with one cut to B. The projector of orbital $i$ is its outer product with itself. The name is kept after truncation, although the outer product is then a true projector only if the remaining norm is 1 or 0.

```lean
/-- Set the region B part of every orbital in `S` to zero, without renormalising. -/
def truncate (S : Finset k) (Φ : Matrix (m ⊕ n) k ℂ) : Matrix (m ⊕ n) k ℂ :=
  Matrix.of fun r i =>
    Sum.elim (fun x => Φ (Sum.inl x) i) (fun y => if i ∈ S then 0 else Φ (Sum.inr y) i) r

/-- The outer product of orbital `i` with itself. -/
def orbitalProjector (Φ : Matrix p k ℂ) (i : k) : Matrix p p ℂ :=
  Matrix.of fun r t => Φ r i * star (Φ t i)
```

By hand, the split enters when the sum over grid points in an overlap is divided in two:

$$(\Psi^\dagger\Psi)_{ij}=\sum_{x\in A}\Psi_{xi}^*\Psi_{xj}+\sum_{y\in B}\Psi_{yi}^*\Psi_{yj},\qquad \Psi^\dagger\Psi=A^\dagger A+B^\dagger B.$$

In the proof this is `overlap_split`, where `Fintype.sum_sum_type` divides the sum. The lemma before it identifies the diagonal entries of an overlap matrix with squared column norms.

```lean
omit [Fintype k] [DecidableEq k] in
/-- The diagonal entries of an overlap matrix are the squared column norms. -/
theorem overlap_diag (X : Matrix p k ℂ) (i : k) :
    (Xᴴ * X) i i = ((colNorm X i ^ 2 : ℝ) : ℂ) := by
  rw [colNorm, Real.sq_sqrt (by positivity), Matrix.mul_apply, Complex.ofReal_sum]
  refine Finset.sum_congr rfl fun x _ => ?_
  rw [conjTranspose_apply, Complex.ofReal_pow]
  exact Complex.conj_mul' _

omit [Fintype k] [DecidableEq k] in
/-- Overlaps are the sum of the overlaps in the two regions. -/
theorem overlap_split (X Y : Matrix (m ⊕ n) k ℂ) :
    Xᴴ * Y = (inA X)ᴴ * inA Y + (inB X)ᴴ * inB Y := by
  ext i j
  rw [Matrix.add_apply, Matrix.mul_apply, Matrix.mul_apply, Matrix.mul_apply,
    Fintype.sum_sum_type]
  rfl
```

With three regions, a common rotation can fail to exist. Take three one-point regions and two orthonormal orbitals whose rows are $\sqrt{2/3}\,(\cos\theta,\sin\theta)$ with $\theta=0^\circ,120^\circ,240^\circ$. Orthogonality at a single point requires one of the two rotated amplitudes there to vanish, so the conjugated row must be parallel to a column of $U$. Three pairwise non-parallel rows cannot all be matched to two columns.

## The orbitals are orthonormal

The hypothesis `h : Ψᴴ * Ψ = 1` says that the orbitals are normalised and mutually orthogonal over the whole grid. It is used twice.

The first use is in the rotation. The matrix $A^\dagger A$ is Hermitian, so there is a unitary $U$ with $A^\dagger A\,U=U\Lambda$ and $\Lambda$ real and diagonal. Orthonormality gives $B^\dagger B=1-A^\dagger A$, and therefore

$$(AU)^\dagger(AU)=\Lambda,\qquad (BU)^\dagger(BU)=U^\dagger(1-A^\dagger A)U=1-\Lambda.$$

Both are diagonal, so the columns of $\Psi U$ are orthogonal within each region.

The second use is in the weights. Let $c_i$ and $s_i$ be the norms of column $i$ of $\Psi U$ in A and B. The diagonal entries above are $c_i^2=\Lambda_{ii}$ and $s_i^2=1-\Lambda_{ii}$, hence $c_i^2+s_i^2=1$. Lean proves this relation for any orthonormal set, bisected or not, by reading off a diagonal entry of `overlap_split`.

```lean
omit [Fintype k] in
/-- For orthonormal orbitals the squared norms in the two regions add up to one. -/
theorem region_weights (Φ : Matrix (m ⊕ n) k ℂ) (h : Φᴴ * Φ = 1) (i : k) :
    colNorm (inA Φ) i ^ 2 + colNorm (inB Φ) i ^ 2 = 1 := by
  have e := congrFun (congrFun (overlap_split Φ Φ) i) i
  rw [h, Matrix.one_apply_eq, Matrix.add_apply, overlap_diag, overlap_diag] at e
  exact_mod_cast e.symm
```

In the next theorem, `hMU` is the eigenvector equation, `hΦ` shows that the rotated orbitals remain orthonormal, and `hA` is the diagonal form in A. For B, the proof takes an off-diagonal entry of `overlap_split`: the total is zero and the A term is zero, so the B term is zero.

```lean
/-- Some unitary rotation of orthonormal orbitals among themselves makes them bisected, and they
stay orthonormal. -/
theorem exists_bisecting_unitary (Ψ : Matrix (m ⊕ n) k ℂ) (h : Ψᴴ * Ψ = 1) :
    ∃ U ∈ unitaryGroup k ℂ, (Ψ * U)ᴴ * (Ψ * U) = 1 ∧ IsBisected (Ψ * U) := by
  -- eigenvectors of the overlap matrix of region A
  have hH := isHermitian_conjTranspose_mul_self (inA Ψ)
  obtain ⟨U, hU⟩ : ∃ U : Matrix k k ℂ, U = hH.eigenvectorUnitary := ⟨_, rfl⟩
  have hmem : U ∈ unitaryGroup k ℂ := by rw [hU]; exact hH.eigenvectorUnitary.2
  have hUU : Uᴴ * U = 1 := mem_unitaryGroup_iff'.mp hmem
  have hMU : (inA Ψ)ᴴ * inA Ψ * U = U * diagonal (fun j => (hH.eigenvalues j : ℂ)) := by
    ext i j
    have e := congrFun (hH.mulVec_eigenvectorBasis j) i
    rw [mul_diagonal, mul_comm, Matrix.mul_apply, hU]
    exact e
  have hΦ : (Ψ * U)ᴴ * (Ψ * U) = 1 := by
    rw [conjTranspose_mul, Matrix.mul_assoc, ← Matrix.mul_assoc Ψᴴ, h, Matrix.one_mul, hUU]
  have hA : ((inA (Ψ * U))ᴴ * inA (Ψ * U)).IsDiag := by
    have e : inA (Ψ * U) = inA Ψ * U := rfl
    rw [e, conjTranspose_mul, Matrix.mul_assoc, ← Matrix.mul_assoc (inA Ψ)ᴴ, hMU,
      ← Matrix.mul_assoc, hUU, Matrix.one_mul]
    exact isDiag_diagonal _
  refine ⟨U, hmem, hΦ, hA, fun i j hij => ?_⟩
  -- the overlaps in A and B add up to the identity
  have e := congrFun (congrFun (overlap_split (Ψ * U) (Ψ * U)) i) j
  rw [hΦ, Matrix.one_apply_ne hij, Matrix.add_apply, hA hij, zero_add] at e
  exact e.symm
```

Without orthonormality the rotation may not exist. Let A and B have one point each, with rows $(1,0)$ and $(1,1)$. Then

$$A^\dagger A=\begin{pmatrix}1&0\\0&0\end{pmatrix},\qquad B^\dagger B=\begin{pmatrix}1&1\\1&1\end{pmatrix}.$$

The first has distinct eigenvalues, so a unitary that keeps it diagonal can only permute the two orbitals and change their phases. The off-diagonal entries of the second then keep modulus 1. The error formula fails as well: the first orbital has amplitudes $(1,1)$, and removing its B part changes its outer product by squared norm 3, whereas $s^2(2-s^2)$ would give 1.

## The orbital is truncated and not renormalised

The hypothesis `hi : i ∈ S` says that orbital $i$ is among those whose B part is removed. Write this orbital as $a$ on A and $b$ on B, with norms $c$ and $s$. The change in its projector is

$$\begin{pmatrix}aa^\dagger&ab^\dagger\\ba^\dagger&bb^\dagger\end{pmatrix}-\begin{pmatrix}aa^\dagger&0\\0&0\end{pmatrix}=\begin{pmatrix}0&ab^\dagger\\ba^\dagger&bb^\dagger\end{pmatrix}.$$

Since $\sum_{x,y}|a_x|^2|b_y|^2=c^2s^2$, and likewise for the other blocks, the squared Frobenius norm is

$$2c^2s^2+s^4=2(1-s^2)s^2+s^4=s^2(2-s^2).$$

In the proof, `e` is the sum over the three surviving blocks; `hi` selects the zero branch of `truncate`. The final `linear_combination` inserts $c^2+s^2=1$, multiplied by $2s^2$. Bisection is not needed for this step.

```lean
omit [Fintype k] in
/-- Let the region B parts of a set `S` of orthonormal orbitals be zeroed. The projector of an
orbital in `S`, of norm `s` in region B, changes by squared Frobenius norm `s² (2 - s²)`. -/
theorem projector_error (Φ : Matrix (m ⊕ n) k ℂ) (h : Φᴴ * Φ = 1) (S : Finset k) (i : k)
    (hi : i ∈ S) :
    frobSq (orbitalProjector Φ i - orbitalProjector (truncate S Φ) i)
      = colNorm (inB Φ) i ^ 2 * (2 - colNorm (inB Φ) i ^ 2) := by
  -- only the blocks AB, BA and BB change
  have e : frobSq (orbitalProjector Φ i - orbitalProjector (truncate S Φ) i)
      = colNorm (inB Φ) i ^ 2 * colNorm (inA Φ) i ^ 2
        + (colNorm (inA Φ) i ^ 2 * colNorm (inB Φ) i ^ 2
          + colNorm (inB Φ) i ^ 2 * colNorm (inB Φ) i ^ 2) := by
    rw [colNorm, colNorm, Real.sq_sqrt (by positivity), Real.sq_sqrt (by positivity)]
    simp only [frobSq, orbitalProjector, truncate, inA, inB, Fintype.sum_sum_type,
      Finset.sum_add_distrib, Finset.sum_mul_sum, mul_pow, Matrix.sub_apply, of_apply,
      Sum.elim_inl, Sum.elim_inr, hi, if_true, star_zero, mul_zero, zero_mul,
      sub_zero, sub_self, norm_zero, norm_mul, norm_star, submatrix_apply, id]
    simp
  rw [e]
  linear_combination 2 * colNorm (inB Φ) i ^ 2 * region_weights Φ h i
```

If $i$ is not in `S`, its projector does not change. If the truncated orbital were renormalised, which requires $c>0$, the squared error would be $2-2c^2=2s^2$, larger whenever $s>0$.

## One rotation for every choice of truncated orbitals

The combined theorem assumes only orthonormality of the original orbitals. It supplies a single $U$, chosen before `S`, for which the orbitals are bisected, the regional weights add to one, and the error formula holds for each truncated orbital. It compares projectors one orbital at a time and does not treat the density matrix of the whole set.

```lean
/-- Subspace bisection: a unitary rotation makes orthonormal orbitals orthogonal within each region,
with squared regional norms adding to one. Zeroing the region B part of a rotated orbital, of norm
`s` there, changes its projector by squared Frobenius norm `s² (2 - s²)`. -/
theorem subspace_bisection (Ψ : Matrix (m ⊕ n) k ℂ) (h : Ψᴴ * Ψ = 1) :
    ∃ U ∈ unitaryGroup k ℂ, IsBisected (Ψ * U) ∧
      (∀ i, colNorm (inA (Ψ * U)) i ^ 2 + colNorm (inB (Ψ * U)) i ^ 2 = 1) ∧
      ∀ S : Finset k, ∀ i ∈ S,
        frobSq (orbitalProjector (Ψ * U) i - orbitalProjector (truncate S (Ψ * U)) i)
          = colNorm (inB (Ψ * U)) i ^ 2 * (2 - colNorm (inB (Ψ * U)) i ^ 2) := by
  obtain ⟨U, hU, hΦ, hb⟩ := exists_bisecting_unitary Ψ h
  exact ⟨U, hU, hb, region_weights _ hΦ, projector_error _ hΦ⟩
```

A concrete orthonormal and bisected pair lives on four grid points. Orbital 0 has $c_0=3/5$ and $s_0=4/5$, and orbital 1 has these values exchanged. Removing the B part of orbital 0 gives a squared projector error of $\tfrac{16}{25}\cdot\tfrac{34}{25}=\tfrac{544}{625}$, a large error for an orbital that lies mostly in B.

```lean
/-- Two orbitals on four grid points, with regional amplitudes 3/5 and 4/5, that are orthonormal
and bisected. -/
theorem isBisected_witness :
    let Φ : Matrix (Fin 2 ⊕ Fin 2) (Fin 2) ℂ :=
      fromRows !![3 / 5, 0; 0, 4 / 5] !![4 / 5, 0; 0, 3 / 5]
    Φᴴ * Φ = 1 ∧ IsBisected Φ := by
  intro Φ
  have h3 : (starRingEnd ℂ) 3 = 3 := Complex.conj_eq_iff_im.mpr (by simp)
  have h4 : (starRingEnd ℂ) 4 = 4 := Complex.conj_eq_iff_im.mpr (by simp)
  have h5 : (starRingEnd ℂ) 5 = 5 := Complex.conj_eq_iff_im.mpr (by simp)
  refine ⟨?_, ?_, ?_⟩
  · ext i j
    fin_cases i <;> fin_cases j <;>
      simp [Φ, Matrix.mul_apply, Fintype.sum_sum_type, Fin.sum_univ_succ, h3, h4, h5] <;> norm_num
  · intro i j hij
    fin_cases i <;> fin_cases j <;>
      simp_all [Φ, inA, Matrix.mul_apply, Fin.sum_univ_succ]
  · intro i j hij
    fin_cases i <;> fin_cases j <;>
      simp_all [Φ, inB, Matrix.mul_apply, Fin.sum_univ_succ]

end

end SubspaceBisection
```

```lean
#print axioms SubspaceBisection.subspace_bisection
```

```
'SubspaceBisection.subspace_bisection' depends on axioms: [propext, Classical.choice, Quot.sound]
```
